# For an even C⁴ free energy F, the mean of internal and free energy is F(0) − F⁗(0)T⁴/24 + o(T⁴)

## Why exactly half of each?

The average of the internal energy $E(T)$ and the free energy $F(T)$ gives the ground-state energy of my metal with an error that looks like $T^4$, although $E$ and $F$ each miss it by a term in $T^2$. I run the electrons at a finite temperature $T$ because the complex energy integral is then easier to converge, but the energy I want is the one at $T=0$. Is the weight one half special, or would another mixture of $E$ and $F$ do as well for some materials? And what sets the size of the $T^4$ error that is left?

## The quartic coefficient and the weight that removes the T² term

Let $F$ be an even, four times continuously differentiable function of $T$, and let $E=F-TF'$. Then

$$\lim_{T\to0}\frac{\tfrac12\bigl(E(T)+F(T)\bigr)-F(0)}{T^4}=-\frac{F''''(0)}{24}.$$

If $F''(0)\neq0$, one half is also the only real weight $x$ for which $xE+(1-x)F$ reproduces $F(0)$ with an error $o(T^2)$. If $F''(0)=0$, every weight does so.

In a metal, $F''(0)=-\gamma$, where $\gamma$ is the coefficient of the electronic specific heat $\gamma T$. So the condition $F''(0)\neq0$ says that the specific heat has a linear term. The definition of $E$ is the thermodynamic relation $E=F+TS$ with entropy $S=-F'$, where the number of electrons and the positions of the nuclei are held fixed as $T$ varies.

**Odd derivatives.** Differentiating $F(-T)=F(T)$ $k$ times gives $(-1)^kF^{(k)}(-T)=F^{(k)}(T)$. At $T=0$ and for odd $k$ this reads $-F^{(k)}(0)=F^{(k)}(0)$, so $F'(0)=F'''(0)=0$.

**The error of the mean.** Write $M=(E+F)/2=F-\tfrac12TF'$ and $r=M-F(0)$. Then $r(0)=0$, and

$$r'=F'-\tfrac12F'-\tfrac12TF''=\tfrac12\,(F'-TF''),$$

which vanishes at $T=0$ because $F'(0)=0$. One more derivative gives

$$r''=\tfrac12\,(F''-F''-TF''')=-\tfrac12\,TF'''.$$

The terms in $F''$ have cancelled. Two applications of l'Hôpital's rule to $r/T^4$ lead through $r'/(4T^3)$ to

$$\frac{r''}{12T^2}=-\frac{F'''(T)}{24\,T}\;\longrightarrow\;-\frac{F''''(0)}{24}.$$

The last step holds because $F'''(0)=0$, which makes $F'''(T)/T$ the difference quotient of $F'''$ at zero. The quartic term of $F$ itself is $F''''(0)T^4/24$, so the mean carries the same term with the opposite sign.

**A general weight.** Since $xE+(1-x)F=F-xTF'$, the error divided by $T^2$ is

$$\frac{F(T)-F(0)}{T^2}-x\,\frac{F'(T)}{T}.$$

The second quotient tends to $F''(0)$, because $F'(0)=0$. By l'Hôpital's rule the first has the limit of $F'(T)/(2T)$, which is $F''(0)/2$. The whole expression therefore tends to $(\tfrac12-x)F''(0)$. An error $o(T^2)$ means that this limit is zero, which happens exactly when $x=\tfrac12$ or $F''(0)=0$. Two continuous derivatives of $F$ are enough here.

**Two temperatures.** Put $q(T)=(M(T)-F(0))/T^4$. Then $M(2T)-F(0)=16\,T^4q(2T)$, and so

$$\frac{16M(T)-M(2T)}{15}-F(0)=\frac{16}{15}\,T^4\bigl(q(T)-q(2T)\bigr).$$

Both $q(T)$ and $q(2T)$ tend to $-F''''(0)/24$, so the bracket tends to zero and the error is $o(T^4)$. A second calculation at twice the temperature thus removes the quartic term without any knowledge of $F''''(0)$.

These statements, with their proofs, are written in Lean 4 as follows.

```lean
import Mathlib

open Filter Topology Asymptotics

namespace FreeEnergyExtrapolation

noncomputable section

/-- The internal energy `E = F - T F'` belonging to the free energy `F` at temperature `T`. -/
def internalEnergy (F : ℝ → ℝ) (T : ℝ) : ℝ := F T - T * deriv F T

/-- The arithmetic mean of internal energy and free energy at temperature `T`. -/
def meanEnergy (F : ℝ → ℝ) (T : ℝ) : ℝ := (internalEnergy F T + F T) / 2

/-- Every derivative of odd order of an even free energy vanishes at zero temperature. -/
theorem odd_derivative_zero {F : ℝ → ℝ} (heven : ∀ T, F (-T) = F T) {k : ℕ} (hk : Odd k) :
    iteratedDeriv k F 0 = 0 := by
  have h := iteratedDeriv_comp_neg k F 0
  have hfun : (fun T => F (-T)) = F := funext heven
  rw [hfun, neg_zero, hk.neg_one_pow, neg_one_smul] at h
  linarith

/-- For a free energy that is `n` times continuously differentiable, the derivative of order
`k < n` is differentiable, and its derivative is the one of order `k + 1`. -/
theorem hasDerivAt_iterated {F : ℝ → ℝ} {n : WithTop ℕ∞} (hF : ContDiff ℝ n F) (k : ℕ)
    (hk : (k : WithTop ℕ∞) < n) (T : ℝ) :
    HasDerivAt (iteratedDeriv k F) (iteratedDeriv (k + 1) F T) T := by
  rw [iteratedDeriv_succ]
  exact (hF.differentiable_iteratedDeriv k hk T).hasDerivAt

/-- A function that vanishes at zero temperature and is differentiable there tends to zero. -/
theorem tendsto_zero {g : ℝ → ℝ} {c : ℝ} (h : HasDerivAt g c 0) (h0 : g 0 = 0) :
    Tendsto g (𝓝[≠] 0) (𝓝 0) := by
  have h1 : Tendsto g (𝓝[≠] 0) (𝓝 (g 0)) :=
    h.continuousAt.tendsto.mono_left nhdsWithin_le_nhds
  rwa [h0] at h1

/-- If `g` vanishes at zero temperature and has derivative `c` there, then `g(T)/T` tends
to `c`. -/
theorem tendsto_div_self {g : ℝ → ℝ} {c : ℝ} (h : HasDerivAt g c 0) (h0 : g 0 = 0) :
    Tendsto (fun T => g T / T) (𝓝[≠] 0) (𝓝 c) := by
  refine (hasDerivAt_iff_tendsto_slope.mp h).congr fun T => ?_
  simp [slope_def_field, h0]

/-- L'Hôpital's rule at zero temperature: if `f` and `g` are differentiable and vanish at `0`,
and `g'` has no zero elsewhere, then `f/g` inherits the limit of `f'/g'`. -/
theorem lhopital_at_zero {f f' g g' : ℝ → ℝ} {L : ℝ}
    (hf : ∀ T, HasDerivAt f (f' T) T) (hg : ∀ T, HasDerivAt g (g' T) T)
    (f0 : f 0 = 0) (g0 : g 0 = 0) (hne : ∀ T, T ≠ 0 → g' T ≠ 0)
    (h : Tendsto (fun T => f' T / g' T) (𝓝[≠] 0) (𝓝 L)) :
    Tendsto (fun T => f T / g T) (𝓝[≠] 0) (𝓝 L) := by
  refine HasDerivAt.lhopital_zero_nhdsNE (Eventually.of_forall hf) (Eventually.of_forall hg)
    ?_ (tendsto_zero (hf 0) f0) (tendsto_zero (hg 0) g0) h
  filter_upwards [self_mem_nhdsWithin] with T hT using hne T hT

/-- For an even, four times continuously differentiable free energy, the error of the mean of
`E` and `F` as an estimate of `F(0)`, divided by `T⁴`, tends to `-F''''(0)/24`. -/
theorem meanEnergy_quartic_limit {F : ℝ → ℝ} (hF : ContDiff ℝ 4 F)
    (heven : ∀ T, F (-T) = F T) :
    Tendsto (fun T => (meanEnergy F T - F 0) / T ^ 4) (𝓝[≠] 0)
      (𝓝 (-iteratedDeriv 4 F 0 / 24)) := by
  have h0 : ∀ T, HasDerivAt F (deriv F T) T := fun T =>
    (hF.differentiable (by norm_num) T).hasDerivAt
  have h1 : ∀ T, HasDerivAt (deriv F) (iteratedDeriv 2 F T) T := by
    intro T
    have h : HasDerivAt (iteratedDeriv 1 F) (iteratedDeriv 2 F T) T :=
      hasDerivAt_iterated hF 1 (by norm_num) T
    rwa [iteratedDeriv_one] at h
  have h2 : ∀ T, HasDerivAt (iteratedDeriv 2 F) (iteratedDeriv 3 F T) T :=
    hasDerivAt_iterated hF 2 (by exact_mod_cast (by norm_num : (2 : ℕ) < 4))
  have h3 : HasDerivAt (iteratedDeriv 3 F) (iteratedDeriv 4 F 0) 0 :=
    hasDerivAt_iterated hF 3 (by exact_mod_cast (by norm_num : (3 : ℕ) < 4)) 0
  have d0 : deriv F 0 = 0 := by
    have h := odd_derivative_zero heven (k := 1) (by decide)
    rwa [iteratedDeriv_one] at h
  -- first use of l'Hôpital's rule: the error has derivative (F' - T F'')/2
  refine lhopital_at_zero (f' := fun T => (deriv F T - T * iteratedDeriv 2 F T) / 2)
    (g' := fun T => 4 * T ^ 3) (fun T => ?_)
    (fun T => (hasDerivAt_pow 4 T).congr_deriv (by norm_num))
    (by simp [meanEnergy, internalEnergy]) (by norm_num)
    (fun T hT => mul_ne_zero (by norm_num) (pow_ne_zero 3 hT)) ?_
  · have h := ((((h0 T).fun_sub ((hasDerivAt_id' T).fun_mul (h1 T))).fun_add
      (h0 T)).div_const 2).sub_const (F 0)
    refine h.congr_deriv ?_
    ring
  -- second use: the terms in F'' cancel and only -T F'''/2 is left
  refine lhopital_at_zero (f' := fun T => -(T * iteratedDeriv 3 F T) / 2)
    (g' := fun T => 12 * T ^ 2) (fun T => ?_)
    (fun T => ((hasDerivAt_pow 3 T).const_mul 4).congr_deriv (by norm_num; ring))
    (by simp [d0]) (by norm_num)
    (fun T hT => mul_ne_zero (by norm_num) (pow_ne_zero 2 hT)) ?_
  · have h := ((h1 T).fun_sub ((hasDerivAt_id' T).fun_mul (h2 T))).div_const 2
    refine h.congr_deriv ?_
    ring
  -- the remaining quotient is -1/24 times the difference quotient of F''' at zero
  have h := (tendsto_div_self h3 (odd_derivative_zero heven (by decide))).neg.div_const 24
  refine h.congr' ?_
  filter_upwards [self_mem_nhdsWithin] with T hT
  have hT' : T ≠ 0 := hT
  field_simp
  ring

/-- For an even, twice continuously differentiable free energy, the error of the weighted
estimate `x E + (1 - x) F` of `F(0)`, divided by `T²`, tends to `(1/2 - x) F''(0)`. -/
theorem weighted_quadratic_limit {F : ℝ → ℝ} (hF : ContDiff ℝ 2 F)
    (heven : ∀ T, F (-T) = F T) (x : ℝ) :
    Tendsto (fun T => (x * internalEnergy F T + (1 - x) * F T - F 0) / T ^ 2) (𝓝[≠] 0)
      (𝓝 ((1 / 2 - x) * iteratedDeriv 2 F 0)) := by
  have h1 : HasDerivAt (deriv F) (iteratedDeriv 2 F 0) 0 := by
    have h : HasDerivAt (iteratedDeriv 1 F) (iteratedDeriv 2 F 0) 0 :=
      hasDerivAt_iterated hF 1 (by norm_num) 0
    rwa [iteratedDeriv_one] at h
  have d0 : deriv F 0 = 0 := by
    have h := odd_derivative_zero heven (k := 1) (by decide)
    rwa [iteratedDeriv_one] at h
  have hB := tendsto_div_self h1 d0
  -- the error of the free energy alone, divided by T², tends to F''(0)/2 as T → 0
  have hA : Tendsto (fun T => (F T - F 0) / T ^ 2) (𝓝[≠] 0)
      (𝓝 (iteratedDeriv 2 F 0 / 2)) := by
    refine lhopital_at_zero (f' := deriv F) (g' := fun T => 2 * T)
      (fun T => ((hF.differentiable (by norm_num) T).hasDerivAt).sub_const (F 0))
      (fun T => (hasDerivAt_pow 2 T).congr_deriv (by norm_num))
      (by simp) (by norm_num) (fun T hT => mul_ne_zero two_ne_zero hT) ?_
    refine (hB.div_const 2).congr fun T => ?_
    rw [div_div, mul_comm]
  have h := hA.sub (hB.const_mul x)
  have e : iteratedDeriv 2 F 0 / 2 - x * iteratedDeriv 2 F 0
      = (1 / 2 - x) * iteratedDeriv 2 F 0 := by ring
  rw [e] at h
  refine h.congr' ?_
  filter_upwards [self_mem_nhdsWithin] with T hT
  have hT' : T ≠ 0 := hT
  simp only [internalEnergy]
  field_simp
  ring

/-- For an even, twice continuously differentiable free energy, the weighted estimate
`x E + (1 - x) F` of `F(0)` has an error `o(T²)` exactly when `x = 1/2` or `F''(0) = 0`. -/
theorem weight_criterion {F : ℝ → ℝ} (hF : ContDiff ℝ 2 F)
    (heven : ∀ T, F (-T) = F T) (x : ℝ) :
    (fun T => x * internalEnergy F T + (1 - x) * F T - F 0) =o[𝓝[≠] 0] (fun T => T ^ 2) ↔
      x = 1 / 2 ∨ iteratedDeriv 2 F 0 = 0 := by
  have hlim := weighted_quadratic_limit hF heven x
  rw [isLittleO_iff_tendsto' (by
    filter_upwards [self_mem_nhdsWithin] with T hT h
    exact absurd h (pow_ne_zero 2 hT))]
  constructor
  · intro h
    rcases mul_eq_zero.mp (tendsto_nhds_unique hlim h) with h' | h'
    · left
      linarith
    · exact Or.inr h'
  · rintro (h | h)
    · simpa [h] using hlim
    · simpa [h] using hlim

/-- For an even, four times continuously differentiable free energy, the combination
`(16 M(T) - M(2T))/15` of the mean `M` of `E` and `F` at two temperatures gives `F(0)` with an
error `o(T⁴)`. -/
theorem two_temperature_extrapolation {F : ℝ → ℝ} (hF : ContDiff ℝ 4 F)
    (heven : ∀ T, F (-T) = F T) :
    (fun T => (16 * meanEnergy F T - meanEnergy F (2 * T)) / 15 - F 0)
      =o[𝓝[≠] 0] (fun T => T ^ 4) := by
  have hlim := meanEnergy_quartic_limit hF heven
  have hdouble : Tendsto (fun T : ℝ => 2 * T) (𝓝[≠] 0) (𝓝[≠] 0) := by
    refine tendsto_nhdsWithin_iff.mpr
      ⟨tendsto_zero ((hasDerivAt_id' (0 : ℝ)).const_mul 2) (by simp), ?_⟩
    filter_upwards [self_mem_nhdsWithin] with T hT
    exact mul_ne_zero two_ne_zero hT
  rw [isLittleO_iff_tendsto' (by
    filter_upwards [self_mem_nhdsWithin] with T hT h
    exact absurd h (pow_ne_zero 4 hT))]
  -- both temperatures share the same quartic coefficient, which cancels
  have h := (hlim.sub (hlim.comp hdouble)).const_mul (16 / 15)
  rw [sub_self, mul_zero] at h
  refine h.congr' ?_
  filter_upwards [self_mem_nhdsWithin] with T hT
  have hT' : T ≠ 0 := hT
  simp only [Function.comp_apply]
  field_simp
  ring

end

end FreeEnergyExtrapolation
```

```lean
#print axioms FreeEnergyExtrapolation.meanEnergy_quartic_limit
#print axioms FreeEnergyExtrapolation.weight_criterion
#print axioms FreeEnergyExtrapolation.two_temperature_extrapolation
```

```
'FreeEnergyExtrapolation.meanEnergy_quartic_limit' depends on axioms: [propext, Classical.choice, Quot.sound]
'FreeEnergyExtrapolation.weight_criterion' depends on axioms: [propext, Classical.choice, Quot.sound]
'FreeEnergyExtrapolation.two_temperature_extrapolation' depends on axioms: [propext, Classical.choice, Quot.sound]
```

**What the theorems say.** The free energy is a function `F : ℝ → ℝ` of a real temperature. `internalEnergy F T` is $E(T)$ and `meanEnergy F T` is $M(T)$. The hypothesis `ContDiff ℝ 4 F` means four times continuously differentiable on the whole real axis, and `heven` is evenness. The expression `iteratedDeriv 4 F 0` is the fourth derivative $F''''(0)$, not the coefficient of $T^4$ in a power series.

The filter `𝓝[≠] 0` describes $T\to0$ through non-zero values of either sign, which includes the physical approach from above. `Tendsto` with this filter and a target `𝓝 L` is the ordinary limit $L$, and `=o[𝓝[≠] 0]` is the usual little-o.

- `meanEnergy_quartic_limit` is the quartic law for the mean.
- `weighted_quadratic_limit` gives the limit $(\tfrac12-x)F''(0)$ for any real $x$, including values outside $[0,1]$.
- `weight_criterion` turns that limit into an equivalence: the error is $o(T^2)$ if and only if `x = 1 / 2` or `iteratedDeriv 2 F 0 = 0`.
- `two_temperature_extrapolation` is the statement about $T$ and $2T$.

All four are limits. They give no bound on the error at a fixed temperature.

**From this function to your metal.** A physical free energy exists only for $T\ge0$, and the negative half of the axis is a mathematical extension. The step left to you is to justify that your $F$ extends to an even function with the required smoothness. For non-interacting electrons with a density of states that is smooth around the Fermi energy, the Sommerfeld expansion contains only even powers of $T$, which supports the assumption. A kink in the density of states at the Fermi energy can add a term $aT^3$ to $F$ for $T>0$, and the mean then has an error $-aT^3/2$ in that order.

For finite-temperature electronic-structure calculations, including those that sum over Matsubara energies, the result justifies extrapolating to $T=0$ with the mean of $E$ and $F$, provided that the free energy has this even, smooth form and $T$ is small enough for the leading term to dominate.

**How the Lean proof is built.** `odd_derivative_zero` is the parity argument. Mathlib's `iteratedDeriv_comp_neg` supplies the factor $(-1)^k$, and `linarith` concludes that a number equal to its own negative is zero. `hasDerivAt_iterated` says that the derivative of $F^{(k)}$ is $F^{(k+1)}$ as long as $k$ is below the assumed order of smoothness.

Three lemmas handle limits at zero. `tendsto_zero` says that a function which is differentiable at $0$ and vanishes there tends to zero. `tendsto_div_self` identifies the limit of $g(T)/T$ with $g'(0)$ when $g(0)=0$. `lhopital_at_zero` adapts Mathlib's l'Hôpital rule to functions that are differentiable everywhere, so that each use needs only the two derivatives, the two zeros at $T=0$, a denominator whose derivative is non-zero elsewhere, and the limit of the new quotient.

In `meanEnergy_quartic_limit`, the facts `h0` to `h3` provide the successive derivatives of $F$, and `d0` is $F'(0)=0$. The first `refine lhopital_at_zero` replaces $r/T^4$ by $r'/(4T^3)$, and the second replaces that by $r''/(12T^2)$. After each one, the product rule produces the derivative in raw form and `ring` brings it to the form found above, including the cancellation of $F''$. The remaining quotient is `tendsto_div_self` applied to $F'''$, with a change of sign and a division by 24. The closing `field_simp` and `ring` check that the two expressions agree for $T\neq0$.

`weighted_quadratic_limit` proves the limits of $F'(T)/T$ and $(F(T)-F(0))/T^2$ as `hB` and `hA`, then subtracts $x$ times the first from the second. `weight_criterion` rewrites little-o as a quotient that tends to zero. In one direction, `tendsto_nhds_unique` forces $(\tfrac12-x)F''(0)=0$, and one of the two factors must vanish. In the other direction, either condition makes the known limit zero.

For two temperatures, `hdouble` states that $2T$ tends to zero through non-zero values when $T$ does. Composing the quartic law with it gives the limit of $q(2T)$, and subtracting this from the limit of $q(T)$ leaves zero.
